# Average adsorption energies overestimate the mean-field coverage of repulsive adsorbates

A slab calculation with several adsorbates in the cell gives a total adsorption energy, and division by their number gives an average energy $e(\theta)$ at coverage $\theta$. Before this energy enters a Langmuir isotherm in a microkinetic model, it has to be converted into the differential energy $e(\theta)+\theta e'(\theta)$, the cost of adding one more adsorbate. In a single-species mean-field lattice gas whose average energy has a positive derivative with respect to coverage throughout $(0,1)$, skipping the conversion makes the equilibrium coverage too high.

Let $b$ be the inverse temperature and $m$ the chemical potential in thermal units, with coverage-independent reference terms absorbed. The coverage $t$ solves the differential isotherm and $s$ the average one:

$$\ln\frac{t}{1-t}+b\,[e(t)+t e'(t)]=m,\qquad \ln\frac{s}{1-s}+b\,e(s)=m .$$

The claim is $t<s$. A more negative $e$ means stronger binding, so $e'>0$ describes repulsion.

```lean
import Mathlib

open Set

namespace CoverageFromAverageEnergy

noncomputable section
```

## Coverages strictly between 0 and 1

Both $t$ and $s$ are fractions of occupied sites on a partly filled surface. The free energy per site combines the energy $\theta e(\theta)$ with the entropy of random mixing, so correlations between neighbouring adsorbates are neglected.

```lean
/-- Mean-field lattice-gas free energy per site, in units of the thermal energy, at coverage
`0 < θ < 1`: adsorption energy `θ e(θ)` times the inverse temperature `b`, minus the mixing
entropy. -/
def freeEnergy (b : ℝ) (e : ℝ → ℝ) (θ : ℝ) : ℝ :=
  b * (θ * e θ) + (θ * Real.log θ + (1 - θ) * Real.log (1 - θ))
```

The two potentials are the left-hand sides of the isotherms. In Lean, `e` and `e'` are two separate real functions, and a later hypothesis makes the second the derivative of the first.

```lean
/-- Reduced chemical potential at coverage `0 < θ < 1` when the average adsorption energy
`e(θ)` is inserted in the Langmuir isotherm. -/
def averagePotential (b : ℝ) (e : ℝ → ℝ) (θ : ℝ) : ℝ :=
  Real.log (θ / (1 - θ)) + b * e θ

/-- Reduced chemical potential at coverage `0 < θ < 1` when `e(θ) + θ e'(θ)` is inserted in the
Langmuir isotherm. This is the differential adsorption energy if `e'` is the derivative of `e`. -/
def differentialPotential (b : ℝ) (e e' : ℝ → ℝ) (θ : ℝ) : ℝ :=
  Real.log (θ / (1 - θ)) + b * (e θ + θ * e' θ)
```

By hand, the open interval keeps the logarithms finite and gives $t e'(t)$ the sign of $e'(t)$. In the proofs, membership in `Ioo (0 : ℝ) 1` supplies the inequalities $0<t$ and $t<1$ behind both facts. If $t=1$ were admitted, the claim would fail in Lean: division by zero and the logarithm of zero both return zero there, so full coverage would get a finite potential, which the average isotherm matches at some $s<1$.

## A differentiable average energy

In the general coverage theorems, the hypothesis `he` says that `e' x` is the derivative of `e` at every coverage `x` in $(0,1)$; the two derivative lemmas below need this only at their own point `x`. Physically, the average energy varies smoothly with coverage; an average energy that is piecewise linear with a kink does not satisfy this.

Differentiability identifies the consistent isotherm. With $f(\theta)=b\theta e(\theta)+\theta\ln\theta+(1-\theta)\ln(1-\theta)$,

$$f'(\theta)=b\,[e(\theta)+\theta e'(\theta)]+\ln\theta+1-\ln(1-\theta)-1,$$

which is the differential potential. The Lean proof assembles the derivative from the product and chain rules. The equations `ha` and `hc` evaluate the two constants from the entropy, and `linear_combination` cancels them.

```lean
variable {b m t s : ℝ} {e e' : ℝ → ℝ}

/-- For an average energy differentiable at the coverage `0 < x < 1`, the derivative of the
free energy with respect to coverage is the potential built from the differential energy. -/
theorem hasDerivAt_freeEnergy {x : ℝ} (hx : x ∈ Ioo (0 : ℝ) 1)
    (he : HasDerivAt e (e' x) x) :
    HasDerivAt (freeEnergy b e) (differentialPotential b e e' x) x := by
  have h0 : x ≠ 0 := hx.1.ne'
  have h1 : 1 - x ≠ 0 := (sub_pos.mpr hx.2).ne'
  have hid := hasDerivAt_id' x
  have hsub := (hasDerivAt_const x (1 : ℝ)).fun_sub hid
  have h := ((hid.fun_mul he).const_mul b).fun_add
    ((hid.fun_mul (hid.log h0)).fun_add (hsub.fun_mul (hsub.log h1)))
  refine HasDerivAt.congr_deriv h ?_
  -- the two constants produced by the entropy cancel
  have ha : x * (1 / x) = 1 := mul_one_div_cancel h0
  have hc : (1 - x) * ((0 - 1) / (1 - x)) = 0 - 1 := by
    rw [mul_div_assoc', mul_comm, mul_div_assoc, div_self h1, mul_one]
  unfold differentialPotential
  rw [Real.log_div h0 h1]
  linear_combination ha + hc
```

The average potential, written $g(\theta)=\ln\frac{\theta}{1-\theta}+b\,e(\theta)$, has the slope

$$g'(\theta)=\frac1\theta+\frac1{1-\theta}+b\,e'(\theta)=\frac{1}{\theta(1-\theta)}+b\,e'(\theta).$$

Lean differentiates the quotient inside the logarithm and simplifies the result with `field_simp`.

```lean
/-- For an average energy differentiable at the coverage `0 < x < 1`, the average-energy
potential has slope `1/(x(1-x)) + b e'(x)`. -/
theorem hasDerivAt_averagePotential {x : ℝ} (hx : x ∈ Ioo (0 : ℝ) 1)
    (he : HasDerivAt e (e' x) x) :
    HasDerivAt (averagePotential b e) (1 / (x * (1 - x)) + b * e' x) x := by
  have h0 : x ≠ 0 := hx.1.ne'
  have h1 : 1 - x ≠ 0 := (sub_pos.mpr hx.2).ne'
  have hid := hasDerivAt_id' x
  have hsub := (hasDerivAt_const x (1 : ℝ)).fun_sub hid
  have h := ((hid.fun_div hsub h1).log (div_ne_zero h0 h1)).fun_add (he.const_mul b)
  refine HasDerivAt.congr_deriv h ?_
  have hnum : 1 * (1 - x) - x * (0 - 1) = 1 := by ring
  rw [hnum]
  field_simp
```

Without any link between the two functions, `e'` could be positive while `e` fell steeply. The function $g$ could then decrease over some range, and $s<t$ would become possible.

## An average isotherm that rises with coverage

The hypothesis `hstable` requires $g'>0$ on $(0,1)$: a higher coverage always needs a higher chemical potential in the average description. Repulsion at $b>0$ guarantees this, because both terms of the slope are positive. Weak attraction is also compatible with it, since $1/(\theta(1-\theta))\ge 4$.

By hand, a positive derivative on an interval gives a strictly increasing function. In Lean, `strictMonoOn_of_deriv_pos` does this from the convexity of the interval, continuity, and the sign of the derivative in the interior.

```lean
/-- If the average energy is differentiable and `1/(x(1-x)) + b e'(x)` is positive at all
coverages in `(0,1)`, the average-energy potential increases strictly with coverage. -/
theorem averagePotential_strictMonoOn
    (he : ∀ x ∈ Ioo (0 : ℝ) 1, HasDerivAt e (e' x) x)
    (hstable : ∀ x ∈ Ioo (0 : ℝ) 1, 0 < 1 / (x * (1 - x)) + b * e' x) :
    StrictMonoOn (averagePotential b e) (Ioo 0 1) := by
  apply strictMonoOn_of_deriv_pos (convex_Ioo 0 1)
  · exact fun x hx =>
      (hasDerivAt_averagePotential hx (he x hx)).continuousAt.continuousWithinAt
  · intro x hx
    rw [interior_Ioo] at hx
    rw [(hasDerivAt_averagePotential hx (he x hx)).deriv]
    exact hstable x hx
```

If $g'$ is negative somewhere, monotonicity fails. For $e=e_0+w\theta$ this happens at half coverage once $bw<-4$.

## Repulsion at a positive inverse temperature

The hypotheses `hrep` and `hb` state $e'>0$ on $(0,1)$ and $b>0$. The derivation uses them twice: once to make $g$ increasing, and once at the coverage $t$, where the average potential lacks a positive term,

$$g(t)=m-b\,t\,e'(t)<m=g(s).$$

Since $g$ increases, $t<s$.

```lean
/-- If the average energy has a derivative `e' > 0` on `(0,1)` and `b > 0`, the coverage `s`
computed from the average energy exceeds the coverage `t` computed from the differential energy at
the same chemical potential. -/
theorem coverage_overestimated (hb : 0 < b)
    (he : ∀ x ∈ Ioo (0 : ℝ) 1, HasDerivAt e (e' x) x)
    (hrep : ∀ x ∈ Ioo (0 : ℝ) 1, 0 < e' x)
    (ht : t ∈ Ioo (0 : ℝ) 1) (hs : s ∈ Ioo (0 : ℝ) 1)
    (htm : differentialPotential b e e' t = m) (hsm : averagePotential b e s = m) :
    t < s := by
  have hmono := averagePotential_strictMonoOn (b := b) he fun x hx =>
    add_pos (one_div_pos.mpr (mul_pos hx.1 (sub_pos.mpr hx.2))) (mul_pos hb (hrep x hx))
  -- at `t` the average potential misses the positive term `b t e'(t)`
  have hgap : 0 < b * (t * e' t) := mul_pos hb (mul_pos ht.1 (hrep t ht))
  apply (hmono.lt_iff_lt ht hs).mp
  rw [hsm, ← htm]
  unfold averagePotential differentialPotential
  linarith
```

Here `hmono` is the monotonicity and `hgap` the positive missing term. The step from potentials back to coverages is made by `StrictMonoOn.lt_iff_lt`, used as `hmono.lt_iff_lt ht hs`. Strict monotonicity by definition runs from coverages to potentials: $x<y$ implies $g(x)<g(y)$. The converse holds because coverages are linearly ordered: if $t<s$ failed, then $s\le t$ would give $g(s)\le g(t)$. The arguments `ht` and `hs` certify that both points lie where $g$ is known to increase. Applying the equivalence turns the goal $t<s$ into $g(t)<g(s)$; the two isotherm equations then rewrite the right-hand side as the differential potential at $t$, and `linarith` finishes with `hgap`.

If $b=0$, or if $e'$ is zero at $t$ and positive at all other coverages, the missing term vanishes and $s=t$, so the strict inequality is lost.

## One chemical potential for both isotherms

The equations `htm` and `hsm` share the same `m`: the two coverages are compared at one temperature and one gas-phase condition. The derivation uses this in the equality $m=g(s)$, and the proof in its rewriting step. With separate chemical potentials, any order of $t$ and $s$ could occur.

For repulsive adsorbates the average isotherm has exactly one solution at every $m$. To bracket it, set $c=m-b\,e(1/2)$ and $u=e^c/(1+e^c)$, where $e^c$ is the exponential. This $u$ is the Langmuir coverage for the energy frozen at half coverage. Then

$$g(1/2)=m-c,\qquad g(u)=c+b\,e(u)=m+b\,[e(u)-e(1/2)].$$

If $c\ge0$, then $u\ge1/2$ and $g(1/2)\le m\le g(u)$; if $c\le0$, all these inequalities reverse. The intermediate value theorem gives a solution, and monotonicity makes it unique.

```lean
/-- If the average energy has a derivative `e' > 0` on `(0,1)` and `b > 0`, the average-energy
isotherm has exactly one coverage in `(0,1)` at every chemical potential. -/
theorem existsUnique_averageCoverage (hb : 0 < b)
    (he : ∀ x ∈ Ioo (0 : ℝ) 1, HasDerivAt e (e' x) x)
    (hrep : ∀ x ∈ Ioo (0 : ℝ) 1, 0 < e' x) (m : ℝ) :
    ∃! s, s ∈ Ioo (0 : ℝ) 1 ∧ averagePotential b e s = m := by
  have hmono := averagePotential_strictMonoOn (b := b) he fun x hx =>
    add_pos (one_div_pos.mpr (mul_pos hx.1 (sub_pos.mpr hx.2))) (mul_pos hb (hrep x hx))
  have hcont : ContinuousOn (averagePotential b e) (Ioo 0 1) := fun x hx =>
    (hasDerivAt_averagePotential hx (he x hx)).continuousAt.continuousWithinAt
  have hhalf : (1 / 2 : ℝ) ∈ Ioo (0 : ℝ) 1 := by constructor <;> norm_num
  have hghalf : averagePotential b e (1 / 2) = b * e (1 / 2) := by
    have h : (1 / 2 : ℝ) / (1 - 1 / 2) = 1 := by norm_num
    unfold averagePotential
    rw [h, Real.log_one, zero_add]
  have hemono : StrictMonoOn e (Ioo 0 1) := by
    apply strictMonoOn_of_deriv_pos (convex_Ioo 0 1)
    · exact fun x hx => (he x hx).continuousAt.continuousWithinAt
    · intro x hx
      rw [interior_Ioo] at hx
      rw [(he x hx).deriv]
      exact hrep x hx
  -- `u` is the Langmuir coverage for the energy frozen at half coverage
  obtain ⟨c, hc⟩ : ∃ c, c = m - b * e (1 / 2) := ⟨_, rfl⟩
  have hE : 0 < Real.exp c := Real.exp_pos c
  have hE1 : 0 < 1 + Real.exp c := by linarith
  obtain ⟨u, hu⟩ : ∃ u, u = Real.exp c / (1 + Real.exp c) := ⟨_, rfl⟩
  have hu1 : 1 - u = 1 / (1 + Real.exp c) := by
    rw [hu, eq_div_iff hE1.ne', sub_mul, div_mul_cancel₀ _ hE1.ne']
    ring
  have humem : u ∈ Ioo (0 : ℝ) 1 := by
    have h1 : 0 < 1 - u := by rw [hu1]; positivity
    exact ⟨by rw [hu]; positivity, by linarith⟩
  have hgu : averagePotential b e u = c + b * e u := by
    have h : u / (1 - u) = Real.exp c := by
      rw [hu1, hu]
      field_simp
    unfold averagePotential
    rw [h, Real.log_exp]
  -- the value `m` lies between the potentials at `1/2` and at `u`
  have hex : m ∈ averagePotential b e '' Ioo 0 1 := by
    rcases le_total 0 c with h | h
    · have hle : 1 / 2 ≤ u := by
        rw [hu, le_div_iff₀ hE1]
        linarith [Real.one_le_exp h]
      have hbe := mul_le_mul_of_nonneg_left (hemono.monotoneOn hhalf humem hle) hb.le
      exact isPreconnected_Ioo.intermediate_value hhalf humem hcont
        ⟨by rw [hghalf]; linarith, by rw [hgu]; linarith⟩
    · have hle : u ≤ 1 / 2 := by
        rw [hu, div_le_iff₀ hE1]
        linarith [Real.exp_le_one_iff.mpr h]
      have hbe := mul_le_mul_of_nonneg_left (hemono.monotoneOn humem hhalf hle) hb.le
      exact isPreconnected_Ioo.intermediate_value humem hhalf hcont
        ⟨by rw [hgu]; linarith, by rw [hghalf]; linarith⟩
  obtain ⟨s, hs, hsm⟩ := hex
  exact ⟨s, ⟨hs, hsm⟩, fun y hy => hmono.injOn hy.1 hs (hy.2.trans hsm.symm)⟩
```

The proof follows this bracketing, with `hghalf` and `hgu` as the two values of $g$ and `hemono` as the monotonicity of the energy. No limits at empty or full coverage are needed. The existence of $t$ remains an assumption, and the comparison applies to every solution of the differential isotherm.

## An energy linear in coverage

With $e(\theta)=e_0+w\theta$ and $w>0$, each additional adsorbate raises the average energy by the same amount. The differential energy is $e_0+2w\theta$, and subtracting the isotherms gives

$$\ln\frac{s}{1-s}-\ln\frac{t}{1-t}=bw\,(2t-s).$$

The left side is positive because $t<s$, hence $s<2t$.

```lean
/-- For an average energy `e0 + w θ` with `w > 0` and `b > 0`, the average-energy coverage `s` lies
strictly between `t` and `2t`, where `t` is the differential-energy coverage at the same chemical
potential. -/
theorem linear_repulsion_bounds {e0 w : ℝ} (hb : 0 < b) (hw : 0 < w)
    (ht : t ∈ Ioo (0 : ℝ) 1) (hs : s ∈ Ioo (0 : ℝ) 1)
    (htm : differentialPotential b (fun x => e0 + w * x) (fun _ => w) t = m)
    (hsm : averagePotential b (fun x => e0 + w * x) s = m) :
    t < s ∧ s < 2 * t := by
  have hlt : t < s := coverage_overestimated hb
    (fun x _ => (((hasDerivAt_id' x).const_mul w).const_add e0).congr_deriv (mul_one w))
    (fun _ _ => hw) ht hs htm hsm
  refine ⟨hlt, ?_⟩
  have ht1 : 0 < 1 - t := sub_pos.mpr ht.2
  have hs1 : 0 < 1 - s := sub_pos.mpr hs.2
  have hlog : Real.log (t / (1 - t)) < Real.log (s / (1 - s)) := by
    apply Real.log_lt_log (div_pos ht.1 ht1)
    rw [div_lt_div_iff₀ ht1 hs1]
    linarith
  -- the difference of the two isotherms is `b w (2t - s)`
  simp only [differentialPotential, averagePotential] at htm hsm
  by_contra hcon
  have hprod : 0 ≤ b * w * (s - 2 * t) :=
    mul_nonneg (mul_pos hb hw).le (by linarith [not_lt.mp hcon])
  linarith
```

The proof obtains `hlt` from the general theorem and `hlog` from the monotonicity of the logarithm. Assuming $2t\le s$ then contradicts the subtracted equation.

Two limits show the range of the error. As $t\to0$ at fixed $bw$, the right side vanishes and $s/t\to1$, so the choice of energy ceases to matter for a dilute layer. At fixed $t<1/2$ and $bw\to\infty$, the left side stays bounded and $s\to2t$: the factor of two is approached. For $t\ge1/2$ the upper bound says no more than $s<1$.

## Attraction at the coverage of interest

When $e'(t)<0$, the missing term changes sign, so $g(t)=m-b\,t\,e'(t)>m=g(s)$. If $g$ still increases, $s<t$: the average energy now underestimates the coverage.

```lean
/-- Let the average energy have derivative `e'` on `(0,1)`, with `b > 0`, `e'(t) < 0` and
`1/(x(1-x)) + b e'(x)` positive on `(0,1)`. Then the coverage `s` computed from the average energy
is below the coverage `t` computed from the differential energy at the same chemical potential. -/
theorem coverage_underestimated_of_attraction (hb : 0 < b)
    (he : ∀ x ∈ Ioo (0 : ℝ) 1, HasDerivAt e (e' x) x)
    (hstable : ∀ x ∈ Ioo (0 : ℝ) 1, 0 < 1 / (x * (1 - x)) + b * e' x)
    (ht : t ∈ Ioo (0 : ℝ) 1) (hs : s ∈ Ioo (0 : ℝ) 1) (hatt : e' t < 0)
    (htm : differentialPotential b e e' t = m) (hsm : averagePotential b e s = m) :
    s < t := by
  have hgap : b * (t * e' t) < 0 :=
    mul_neg_of_pos_of_neg hb (mul_neg_of_pos_of_neg ht.1 hatt)
  apply ((averagePotential_strictMonoOn he hstable).lt_iff_lt hs ht).mp
  rw [hsm, ← htm]
  unfold averagePotential differentialPotential
  linarith

end

end CoverageFromAverageEnergy
```

The proof is that of `coverage_overestimated` with the sign of `hgap` reversed and `hstable` assumed instead of derived from repulsion. Under sufficiently strong attraction $g$ has a falling branch, on which a solution $s>t$ can occur.

Despite its name, `hstable` concerns the average isotherm and not thermodynamic stability. For the linear energy it holds when $bw>-4$, whereas the free energy is already non-convex for $bw<-2$. Between these values the differential isotherm can have several solutions at one $m$, and the theorem places $s$ below each of them.

```lean
#print axioms CoverageFromAverageEnergy.hasDerivAt_freeEnergy
#print axioms CoverageFromAverageEnergy.existsUnique_averageCoverage
#print axioms CoverageFromAverageEnergy.linear_repulsion_bounds
#print axioms CoverageFromAverageEnergy.coverage_underestimated_of_attraction
```

```
'CoverageFromAverageEnergy.hasDerivAt_freeEnergy' depends on axioms: [propext, Classical.choice, Quot.sound]
'CoverageFromAverageEnergy.existsUnique_averageCoverage' depends on axioms: [propext, Classical.choice, Quot.sound]
'CoverageFromAverageEnergy.linear_repulsion_bounds' depends on axioms: [propext, Classical.choice, Quot.sound]
'CoverageFromAverageEnergy.coverage_underestimated_of_attraction' depends on axioms: [propext, Classical.choice, Quot.sound]
```
